# Eigenvectors of an entrywise positive matrix that are odd under a reflection have eigenvalues smaller in modulus than the leading one

Let \(\iota\) be a finite set of configurations of a field \(\phi\), labelled \(i,j\). The field reflection \(\phi\to-\phi\) is a map \(\sigma:\iota\to\iota\), and the propagator is a real matrix \(K\).

In Lean 4 with Mathlib:

```lean
import Mathlib

open Filter Topology ComplexConjugate

namespace SignProblemParity

variable {ι : Type*} [Fintype ι]
```

One propagation step is \((Kv)_i=\sum_j K_{ij}v_j\). The type `E` allows real populations and complex amplitudes alike, and `(step K)^[n]` means \(n\) steps.

```lean
/-- One propagation step: the matrix `K` acts on real or complex amplitudes. -/
def step {E : Type*} [AddCommGroup E] [Module ℝ E] (K : Matrix ι ι ℝ) (v : ι → E) : ι → E :=
  fun i => ∑ j, K i j • v j
```

Given an importance \(w_i\) for each configuration, a real population \(x\) has total weight \(W(x)=\sum_i w_ix_i\).

```lean
/-- The total population `x`, each configuration counted with the importance `w`. -/
def weight (w x : ι → ℝ) : ℝ := ∑ i, w i * x i
```

An amplitude is odd if \(v_{\sigma(i)}=-v_i\), and even if \(v_{\sigma(i)}=v_i\).

```lean
/-- Amplitudes that change sign under the field reflection `σ`. -/
def IsOdd (σ : ι → ι) (v : ι → ℂ) : Prop := ∀ i, v (σ i) = -v i

/-- Amplitudes that are unchanged under the field reflection `σ`. -/
def IsEven (σ : ι → ι) (v : ι → ℂ) : Prop := ∀ i, v (σ i) = v i
```

Writing \(|v|\) for the vector of moduli \(|v_j|\), the average sign is \(W(|K^nv|)/W(K^n|v|)\): the weight left after cancellation on each configuration, relative to the weight when signs and phases are dropped at the start. The name is used here for this ratio; in simulations it usually means the signed sum of the sampled weights divided by the sum of their moduli.

```lean
/-- The average sign after `n` steps: the weight of the moduli after signed propagation of `v`,
divided by the weight obtained from `|v|`. It is meaningful where the latter weight is nonzero. -/
noncomputable def averageSign (K : Matrix ι ι ℝ) (w : ι → ℝ) (v : ι → ℂ) (n : ℕ) : ℝ :=
  weight w (fun i => ‖(step K)^[n] v i‖) / weight w ((step K)^[n] (fun i => ‖v i‖))
```

The small counterexamples in what follows are worked by hand and do not appear in the code.

## Positive entries and odd amplitudes

`hK` says that every configuration feeds every configuration, itself included, with positive weight, so signs enter only through the amplitude. `hσ` says that reflecting twice does nothing; `hv` and `hv0` say that \(v\) is odd and nonzero.

By hand, relabel \(j\to\sigma(j)\) and use oddness:
\[
(Kv)_i=\sum_j K_{i\sigma(j)}v_{\sigma(j)}=-\sum_j K_{i\sigma(j)}v_j .
\]
Adding the original sum gives
\[
2(Kv)_i=\sum_j\bigl(K_{ij}-K_{i\sigma(j)}\bigr)v_j .
\]
For positive \(a,b\) we have \(|a-b|<a+b\), and some \(v_k\neq0\), so
\[
2|(Kv)_i|\le\sum_j|K_{ij}-K_{i\sigma(j)}|\,|v_j|<\sum_j\bigl(K_{ij}+K_{i\sigma(j)}\bigr)|v_j|=2(K|v|)_i .
\]
The last equality relabels again, using \(|v_{\sigma(j)}|=|v_j|\).

In the proof, `hσ.bijective.sum_comp` does the relabelling, `h2` is the paired sum, `habs` is where positivity enters, and the `calc` block is the chain of inequalities.

```lean
variable {K : Matrix ι ι ℝ} {σ : ι → ι} {w : ι → ℝ} {l0 : ℝ} {v : ι → ℂ} {μ : ℂ}

/-- For an entrywise positive `K` and a nonzero odd `v`, cancellation makes every propagated
amplitude strictly smaller in modulus than the one obtained from `|v|`. -/
theorem norm_step_lt (hK : ∀ i j, 0 < K i j) (hσ : Function.Involutive σ)
    (hv : IsOdd σ v) (hv0 : v ≠ 0) (i : ι) :
    ‖step K v i‖ < step K (fun j => ‖v j‖) i := by
  obtain ⟨k, hk⟩ := Function.ne_iff.mp hv0
  have hk' : 0 < ‖v k‖ := norm_pos_iff.mpr hk
  have hv' : ∀ j, v (σ j) = -v j := hv
  -- relabel the sums by the reflection
  have h := hσ.bijective.sum_comp (fun j => K i j • v j)
  simp only [hv', smul_neg, Finset.sum_neg_distrib] at h
  have h' := hσ.bijective.sum_comp (fun j => K i j * ‖v j‖)
  simp only [hv', norm_neg] at h'
  have h2 : (2 : ℝ) • ∑ j, K i j • v j = ∑ j, (K i j - K i (σ j)) • v j := by
    simp only [sub_smul, Finset.sum_sub_distrib]
    rw [sub_eq_add_neg, h, two_smul]
  have habs : ∀ j, |K i j - K i (σ j)| < K i j + K i (σ j) := fun j =>
    abs_lt.mpr ⟨by linarith [hK i j, hK i (σ j)], by linarith [hK i j, hK i (σ j)]⟩
  -- a difference of positive entries is smaller than their sum
  have h3 : 2 * ‖∑ j, K i j • v j‖ < 2 * ∑ j, K i j * ‖v j‖ := by
    calc 2 * ‖∑ j, K i j • v j‖ = ‖(2 : ℝ) • ∑ j, K i j • v j‖ := by
          rw [norm_smul]; norm_num
      _ = ‖∑ j, (K i j - K i (σ j)) • v j‖ := by rw [h2]
      _ ≤ ∑ j, |K i j - K i (σ j)| * ‖v j‖ :=
          (norm_sum_le _ _).trans_eq
            (Finset.sum_congr rfl fun j _ => by rw [norm_smul, Real.norm_eq_abs])
      _ < ∑ j, (K i j + K i (σ j)) * ‖v j‖ :=
          Finset.sum_lt_sum
            (fun j _ => mul_le_mul_of_nonneg_right (habs j).le (norm_nonneg _))
            ⟨k, Finset.mem_univ k, mul_lt_mul_of_pos_right (habs k) hk'⟩
      _ = 2 * ∑ j, K i j * ‖v j‖ := by
          simp only [add_mul, Finset.sum_add_distrib]
          linarith
  simp only [step, smul_eq_mul]
  linarith
```

With negative entries the conclusion can reverse: \(K=\begin{pmatrix}2&-1\\-1&2\end{pmatrix}\) has uniform left eigenvector with eigenvalue 1, but odd eigenvalue 3. With zeros allowed, the \(2\times2\) identity matrix gives equality. A propagator with vanishing entries, such as \(1-\tau H\) for a sparse Hamiltonian \(H\) and time step \(\tau\), is therefore not covered. Without oddness, the uniform eigenvector of a symmetric positive \(K\) with equal row sums has no cancellation at all.

## A positive importance function

`hw` says that \(\sum_i w_iK_{ij}=l_0w_j\), and `hwpos` that every \(w_i>0\). Physically, \(w\) is an importance function for which the weight of any population is multiplied by \(l_0\) at each step. Perron–Frobenius theory supplies such a \(w\) for an entrywise positive matrix on a nonempty finite set, and \(l_0\) is then the eigenvalue of largest modulus; here \(w\) is assumed.

Exchanging the sums gives
\[
W(Kx)=\sum_j\Bigl(\sum_i w_iK_{ij}\Bigr)x_j=l_0W(x),
\]
and induction gives \(W(K^nx)=l_0^nW(x)\). The proof does the same, with `Finset.sum_comm` for the exchange.

```lean
/-- If `w` is a left eigenvector of `K` with eigenvalue `l0`, then `n` steps multiply the
weight of any real population by `l0 ^ n`. -/
theorem weight_iterate (hw : ∀ j, ∑ i, w i * K i j = l0 * w j) (x : ι → ℝ) (n : ℕ) :
    weight w ((step K)^[n] x) = l0 ^ n * weight w x := by
  have one : ∀ y : ι → ℝ, weight w (step K y) = l0 * weight w y := by
    intro y
    simp only [weight, step, smul_eq_mul, Finset.mul_sum]
    rw [Finset.sum_comm]
    refine Finset.sum_congr rfl fun j _ => ?_
    rw [← mul_assoc l0, ← hw j, Finset.sum_mul]
    exact Finset.sum_congr rfl fun i _ => by ring
  induction n with
  | zero => simp
  | succ n ih =>
    rw [Function.iterate_succ_apply', one, ih, pow_succ]
    ring
```

Multiplying \(|(Kv)_i|<(K|v|)_i\) by \(w_i>0\) and summing yields \(W(|Kv|)<l_0W(|v|)\). The sum is strict because \(v\neq0\) makes the configuration set nonempty.

```lean
/-- For positive `K` with positive left eigenvector `w` of eigenvalue `l0`, one step multiplies the
weight of the moduli of any nonzero odd vector by a factor strictly below `l0`. -/
theorem odd_weight_lt (hK : ∀ i j, 0 < K i j) (hσ : Function.Involutive σ)
    (hwpos : ∀ i, 0 < w i) (hw : ∀ j, ∑ i, w i * K i j = l0 * w j)
    (hv : IsOdd σ v) (hv0 : v ≠ 0) :
    weight w (fun i => ‖step K v i‖) < l0 * weight w (fun i => ‖v i‖) := by
  obtain ⟨k, -⟩ := Function.ne_iff.mp hv0
  have h1 := weight_iterate hw (fun i => ‖v i‖) 1
  rw [Function.iterate_one, pow_one] at h1
  rw [← h1]
  unfold weight
  exact Finset.sum_lt_sum_of_nonempty ⟨k, Finset.mem_univ k⟩ fun i _ =>
    mul_lt_mul_of_pos_left (norm_step_lt hK hσ hv hv0 i) (hwpos i)
```

Without positivity of \(w\), the number \(l_0\) may be a lower eigenvalue. For \(K=\begin{pmatrix}2&1\\1&2\end{pmatrix}\), the left eigenvector \((1,-1)\) has \(l_0=1\), which equals the odd eigenvalue.

## An odd eigenvector

`hμ` says \(Kv=\mu v\), with \(\mu\) complex: \(v\) is a single odd mode. Then \(W(|Kv|)=|\mu|W(|v|)\), so
\[
|\mu|\,W(|v|)<l_0W(|v|).
\]
As \(W(|v|)\ge0\), it follows that \(|\mu|<l_0\). Hence \(l_0>0\), \(|\mu/l_0|<1\) and \((\mu/l_0)^n\to0\). In the proof, `hm` evaluates the left side and `lt_of_mul_lt_mul_right` removes the common factor.

```lean
/-- Let `K` be entrywise positive with a positive left eigenvector of eigenvalue `l0`. The
eigenvalue `μ` of any nonzero odd eigenvector has modulus below `l0`, and `(μ / l0) ^ n`
tends to zero. -/
theorem odd_eigenvalue_lt (hK : ∀ i j, 0 < K i j) (hσ : Function.Involutive σ)
    (hwpos : ∀ i, 0 < w i) (hw : ∀ j, ∑ i, w i * K i j = l0 * w j)
    (hv : IsOdd σ v) (hv0 : v ≠ 0) (hμ : step K v = μ • v) :
    ‖μ‖ < l0 ∧ Tendsto (fun n : ℕ => (μ / (l0 : ℂ)) ^ n) atTop (𝓝 0) := by
  have hlt := odd_weight_lt hK hσ hwpos hw hv hv0
  have hm : weight w (fun i => ‖step K v i‖) = ‖μ‖ * weight w (fun i => ‖v i‖) := by
    rw [hμ]
    simp only [weight, Pi.smul_apply, smul_eq_mul, norm_mul, Finset.mul_sum]
    exact Finset.sum_congr rfl fun i _ => by ring
  rw [hm] at hlt
  have hW : 0 ≤ weight w (fun i => ‖v i‖) :=
    Finset.sum_nonneg fun i _ => mul_nonneg (hwpos i).le (norm_nonneg _)
  have hgap : ‖μ‖ < l0 := lt_of_mul_lt_mul_right hlt hW
  have hl : 0 < l0 := (norm_nonneg μ).trans_lt hgap
  refine ⟨hgap, tendsto_pow_atTop_nhds_zero_of_norm_lt_one ?_⟩
  rw [norm_div, Complex.norm_real, Real.norm_of_nonneg hl.le]
  exact (div_lt_one hl).mpr hgap
```

Iterating, \(K^nv=\mu^nv\), while the unsigned weight is \(l_0^nW(|v|)\). Here \(W(|v|)>0\), so the average sign is
\[
\frac{|\mu|^nW(|v|)}{l_0^nW(|v|)}=\left(\frac{|\mu|}{l_0}\right)^n ,
\]
with the convention \(0^0=1\). The steps `hit`, `hnum` and `hform` are the iteration, the numerator and the quotient.

For a fixed positive propagator on finitely many configurations, this is a simple model of one feature of the sign problem in Monte Carlo, the exponential loss of signal with the number of steps. How the rate depends on the size of the system is not addressed. The theorem concerns exact propagation and contains no estimate of sampling noise.

```lean
/-- For positive `K` with positive left eigenvector `w` of eigenvalue `l0`, the average sign of
a nonzero odd eigenvector is exactly `(‖μ‖ / l0) ^ n`, and it tends to zero. -/
theorem averageSign_decay (hK : ∀ i j, 0 < K i j) (hσ : Function.Involutive σ)
    (hwpos : ∀ i, 0 < w i) (hw : ∀ j, ∑ i, w i * K i j = l0 * w j)
    (hv : IsOdd σ v) (hv0 : v ≠ 0) (hμ : step K v = μ • v) :
    (∀ n, averageSign K w v n = (‖μ‖ / l0) ^ n) ∧
      Tendsto (averageSign K w v) atTop (𝓝 0) := by
  have hgap := (odd_eigenvalue_lt hK hσ hwpos hw hv hv0 hμ).1
  have hl : 0 < l0 := (norm_nonneg μ).trans_lt hgap
  obtain ⟨k, hk⟩ := Function.ne_iff.mp hv0
  have hW : 0 < weight w (fun i => ‖v i‖) :=
    Finset.sum_pos' (fun i _ => mul_nonneg (hwpos i).le (norm_nonneg _))
      ⟨k, Finset.mem_univ k, mul_pos (hwpos k) (norm_pos_iff.mpr hk)⟩
  have hsmul : ∀ c : ℂ, step K (c • v) = c • step K v := by
    intro c
    funext i
    simp only [step, Pi.smul_apply, Finset.smul_sum]
    exact Finset.sum_congr rfl fun j _ => smul_comm _ _ _
  -- signed propagation only rescales the eigenvector
  have hit : ∀ n : ℕ, (step K)^[n] v = μ ^ n • v := by
    intro n
    induction n with
    | zero => simp
    | succ n ih => rw [Function.iterate_succ_apply', ih, hsmul, hμ, smul_smul, pow_succ]
  have hform : ∀ n, averageSign K w v n = (‖μ‖ / l0) ^ n := by
    intro n
    have hnum : weight w (fun i => ‖(step K)^[n] v i‖)
        = ‖μ‖ ^ n * weight w (fun i => ‖v i‖) := by
      rw [hit n]
      simp only [weight, Pi.smul_apply, smul_eq_mul, norm_mul, norm_pow, Finset.mul_sum]
      exact Finset.sum_congr rfl fun i _ => by ring
    rw [averageSign, hnum, weight_iterate hw, mul_div_mul_right _ _ hW.ne', div_pow]
  refine ⟨hform, ?_⟩
  rw [show averageSign K w v = fun n => (‖μ‖ / l0) ^ n from funext hform]
  exact tendsto_pow_atTop_nhds_zero_of_lt_one (div_nonneg (norm_nonneg _) hl.le)
    ((div_lt_one hl).mpr hgap)
```

If \(v\) is nonzero and odd but not an eigenvector, the first step still satisfies the strict weight bound, but the average sign need not be a pure power, and it need not tend to zero if \(K\) does not commute with the reflection.

## A propagator that commutes with the reflection

`hc` says \(K_{\sigma(i)\sigma(j)}=K_{ij}\): the dynamics treats \(\phi\) and \(-\phi\) alike. The decay results do not use it. For even \(f\),
\[
(Kf)_{\sigma(i)}=\sum_jK_{\sigma(i)\sigma(j)}f_{\sigma(j)}=\sum_jK_{ij}f_j=(Kf)_i ,
\]
so evenness survives every step. The proof is this calculation inside an induction.

```lean
/-- If `K` commutes with the reflection, then any number of steps keeps an even vector even. -/
theorem even_iterate (hσ : Function.Involutive σ) (hc : ∀ i j, K (σ i) (σ j) = K i j)
    {f : ι → ℂ} (hf : IsEven σ f) (n : ℕ) : IsEven σ ((step K)^[n] f) := by
  induction n with
  | zero => exact hf
  | succ n ih =>
    rw [Function.iterate_succ_apply']
    intro i
    have ih' : ∀ j, (step K)^[n] f (σ j) = (step K)^[n] f j := ih
    have h := hσ.bijective.sum_comp (fun j => K (σ i) j • (step K)^[n] f j)
    simp only [hc, ih'] at h
    exact h.symm
```

An odd observable is represented here by an odd vector \(o\), and its value, up to normalisation, by the overlap \(S=\sum_i\overline{o_i}(K^nf)_i\). This is linear in the propagated vector, unlike a quantum expectation value, which is quadratic in the state. Relabelling \(i\to\sigma(i)\) changes the sign of \(o\) only, so \(S=-S\) and \(S=0\). In the proof, `h` records this equality and `linear_combination` solves it.

```lean
/-- If `K` commutes with the reflection, an even vector propagated for any number of steps is
orthogonal to every odd observable. -/
theorem even_orthogonal_odd (hσ : Function.Involutive σ)
    (hc : ∀ i j, K (σ i) (σ j) = K i j) {f o : ι → ℂ} (hf : IsEven σ f) (ho : IsOdd σ o)
    (n : ℕ) : ∑ i, conj (o i) * (step K)^[n] f i = 0 := by
  have hg : ∀ i, (step K)^[n] f (σ i) = (step K)^[n] f i := even_iterate hσ hc hf n
  have ho' : ∀ i, o (σ i) = -o i := ho
  -- the overlap equals its own negative
  have h := hσ.bijective.sum_comp (fun i => conj (o i) * (step K)^[n] f i)
  simp only [hg, ho', map_neg, neg_mul, Finset.sum_neg_distrib] at h
  linear_combination (-1 / 2 : ℂ) * h
```

Without commutation, \(K=\begin{pmatrix}2&1\\1&3\end{pmatrix}\) sends the even vector \((1,1)\) to \((3,4)\), which overlaps with the odd vector \((1,-1)\). The relabelling also needs \(\sigma\) to be a bijection, which `hσ` ensures. For the map \(0\to1,\ 1\to0,\ 2\to0\), the even vector \((1,1,1)\) and the odd vector \((1,-1,-1)\) already overlap at \(n=0\).

## Two configurations satisfying all the hypotheses

Take \(K=\begin{pmatrix}2&1\\1&2\end{pmatrix}\), let \(\sigma\) exchange the two configurations, and set \(w=(1,1)\), so \(l_0=3\). The normalised odd eigenvector is \((1,-1)/\sqrt2\), with \(\mu=1\); the code uses \((1,-1)\), and the scale affects neither \(\mu\) nor the average sign, which is \((1/3)^n\) by `averageSign_decay`. The theorem checks the conditions by running through the entries; that \(w\) is positive and \(v\) nonzero is plain from their values.

```lean
/-- Two configurations exchanged by the reflection, with `K = !![2, 1; 1, 2]`, uniform left
eigenvector of eigenvalue 3 and odd eigenvector `![1, -1]` of eigenvalue 1. -/
theorem two_site_witness :
    Function.Involutive (Equiv.swap (0 : Fin 2) 1) ∧
    (∀ i j, 0 < (!![2, 1; 1, 2] : Matrix (Fin 2) (Fin 2) ℝ) i j) ∧
    (∀ i j, (!![2, 1; 1, 2] : Matrix (Fin 2) (Fin 2) ℝ)
      (Equiv.swap 0 1 i) (Equiv.swap 0 1 j) = !![2, 1; 1, 2] i j) ∧
    (∀ j, ∑ i, (1 : ℝ) * (!![2, 1; 1, 2] : Matrix (Fin 2) (Fin 2) ℝ) i j = 3 * 1) ∧
    IsOdd (Equiv.swap (0 : Fin 2) 1) ![1, -1] ∧
    step !![2, 1; 1, 2] (![1, -1] : Fin 2 → ℂ) = (1 : ℂ) • ![1, -1] := by
  refine ⟨?_, ?_, ?_, ?_, ?_, ?_⟩
  · intro i
    fin_cases i <;> simp
  · intro i j
    fin_cases i <;> fin_cases j <;> simp
  · intro i j
    fin_cases i <;> fin_cases j <;> simp
  · intro j
    fin_cases j <;> norm_num [Fin.sum_univ_two]
  · intro i
    fin_cases i <;> simp
  · funext i
    fin_cases i <;> norm_num [step, Fin.sum_univ_two, Complex.real_smul]

end SignProblemParity
```

```lean
#print axioms SignProblemParity.odd_eigenvalue_lt
-- 'SignProblemParity.odd_eigenvalue_lt' depends on axioms: [propext, Classical.choice, Quot.sound]
#print axioms SignProblemParity.averageSign_decay
-- 'SignProblemParity.averageSign_decay' depends on axioms: [propext, Classical.choice, Quot.sound]
#print axioms SignProblemParity.even_orthogonal_odd
-- 'SignProblemParity.even_orthogonal_odd' depends on axioms: [propext, Classical.choice, Quot.sound]
```
